# Detailed fluctuation theorem for positive weights on a finite path set: $P(s=a)=e^{a}P(s=-a)$

**Question.** On a finite set of paths with strictly positive probabilities $p(x)$ and a reversal $R$ that undoes itself, the entropy production $s(x)=\ln[p(x)/p(Rx)]$ satisfies $P(s=a)=e^{a}P(s=-a)$ for every real $a$. I know the argument as a short resummation over reversed paths. Can it be made rigorous and machine-checked, including the explicit sum for $s$ in a time-homogeneous Markov chain whose forward and reversed trajectories start from the same distribution?

**Answer.** Yes. The proof needs only positivity and $R(Rx)=x$, not even normalisation.

## Resumming over reversed paths

Since $R(Rx)=x$,
$$s(Rx)=\ln\frac{p(Rx)}{p(x)}=-s(x),\qquad p(Rx)=e^{-s(x)}p(x).$$
$R$ is a bijection, so we may substitute $x=Ry$ in the sum:
$$P(s=a)=\sum_{x:\,s(x)=a}p(x)=\sum_{y:\,s(Ry)=a}p(Ry)=\sum_{y:\,s(y)=-a}e^{-s(y)}p(y)=e^{a}P(s=-a).$$
If currents $\varphi$ obey $\varphi(Rx)=-\varphi(x)$, the condition $\varphi=b$ becomes $\varphi=-b$ under the same substitution, which gives the joint theorem. For the generating function,
$$\sum_x p(x)e^{-ks(x)}=\sum_y p(Ry)e^{ks(y)}=\sum_y p(y)e^{-(1-k)s(y)}.$$

For a trajectory $\omega=(\omega_0,\dots,\omega_n)$, let $\mu(u)>0$ be the initial weight of state $u$ and $W(u,v)>0$ the weight of a jump from $u$ to $v$. Then
$$p(\omega)=\mu(\omega_0)\prod_{i=0}^{n-1}W(\omega_i,\omega_{i+1}),\qquad p(R\omega)=\mu(\omega_n)\prod_{i=0}^{n-1}W(\omega_{i+1},\omega_i),$$
because reversal traverses every jump backwards. The logarithm of the ratio is
$$s(\omega)=\ln\frac{\mu(\omega_0)}{\mu(\omega_n)}+\sum_{i=0}^{n-1}\ln\frac{W(\omega_i,\omega_{i+1})}{W(\omega_{i+1},\omega_i)}.$$

## The Lean file

```lean
import Mathlib

open Finset

namespace DetailedFluctuationTheorem

noncomputable section

variable {Ω : Type*}

/-- Entropy production of a path: the logarithm of its weight over the weight of the
reversed path. -/
def entropyProduction (p : Ω → ℝ) (R : Ω → Ω) (x : Ω) : ℝ :=
  Real.log (p x / p (R x))

/-- Total weight of the paths in the event `A`; this is its probability when `p` is
normalised. -/
def prob [Fintype Ω] (p : Ω → ℝ) (A : Set Ω) : ℝ :=
  ∑ x, A.indicator p x

/-- Entropy production changes sign when the path is reversed. -/
theorem entropyProduction_reverse (p : Ω → ℝ) {R : Ω → Ω} (hR : Function.Involutive R)
    (x : Ω) : entropyProduction p R (R x) = -entropyProduction p R x := by
  unfold entropyProduction
  rw [hR x, ← Real.log_inv, inv_div]

/-- The reversed path has the weight of the original path times `exp (-s)`. -/
theorem weight_reverse {p : Ω → ℝ} (hp : ∀ x, 0 < p x) (R : Ω → Ω) (x : Ω) :
    p (R x) = Real.exp (-entropyProduction p R x) * p x := by
  unfold entropyProduction
  rw [Real.exp_neg, Real.exp_log (div_pos (hp x) (hp (R x)))]
  have h1 := (hp x).ne'
  have h2 := (hp (R x)).ne'
  field_simp

/-- If `B` consists of the reversed paths of `A` and each path in `B` has entropy
production `-a`, then the probability of `A` is `exp a` times that of `B`. -/
theorem prob_reversed_event [Fintype Ω] {p : Ω → ℝ} (hp : ∀ x, 0 < p x) {R : Ω → Ω}
    (hR : Function.Involutive R) {A B : Set Ω} {a : ℝ} (hAB : ∀ x, R x ∈ A ↔ x ∈ B)
    (hB : ∀ x ∈ B, entropyProduction p R x = -a) :
    prob p A = Real.exp a * prob p B := by
  unfold prob
  calc ∑ x, A.indicator p x = ∑ x, A.indicator p (R x) :=
        (hR.bijective.sum_comp (fun x => A.indicator p x)).symm
    _ = ∑ x, Real.exp a * B.indicator p x := by
        refine Finset.sum_congr rfl fun x _ => ?_
        by_cases h : x ∈ B
        · rw [Set.indicator_of_mem ((hAB x).2 h), Set.indicator_of_mem h,
            weight_reverse hp R x, hB x h, neg_neg]
        · have h' : R x ∉ A := fun k => h ((hAB x).1 k)
          simp [h, h']
    _ = Real.exp a * ∑ x, B.indicator p x := by rw [Finset.mul_sum]

/-- Detailed fluctuation theorem: the probability of entropy production `a` is `exp a`
times the probability of entropy production `-a`. -/
theorem detailed_fluctuation [Fintype Ω] {p : Ω → ℝ} (hp : ∀ x, 0 < p x) {R : Ω → Ω}
    (hR : Function.Involutive R) (a : ℝ) :
    prob p {x | entropyProduction p R x = a} =
      Real.exp a * prob p {x | entropyProduction p R x = -a} := by
  refine prob_reversed_event hp hR (fun x => ?_) (fun x hx => hx)
  simp only [Set.mem_ofPred_eq, entropyProduction_reverse p hR, neg_eq_iff_eq_neg]

/-- Joint fluctuation theorem for entropy production and a family of currents `φ` that
change sign under path reversal. -/
theorem joint_fluctuation [Fintype Ω] {ι : Type*} {p : Ω → ℝ} (hp : ∀ x, 0 < p x)
    {R : Ω → Ω} (hR : Function.Involutive R) {φ : Ω → ι → ℝ}
    (hφ : ∀ x, φ (R x) = -φ x) (a : ℝ) (b : ι → ℝ) :
    prob p {x | entropyProduction p R x = a ∧ φ x = b} =
      Real.exp a * prob p {x | entropyProduction p R x = -a ∧ φ x = -b} := by
  refine prob_reversed_event hp hR (fun x => ?_) (fun x hx => hx.1)
  simp only [Set.mem_ofPred_eq, entropyProduction_reverse p hR, hφ, neg_eq_iff_eq_neg]

/-- Ratio form: at the entropy production of any path `x`, the probabilities of this value
and of its negative have the ratio `exp (s x)`. -/
theorem fluctuation_ratio [Fintype Ω] {p : Ω → ℝ} (hp : ∀ x, 0 < p x) {R : Ω → Ω}
    (hR : Function.Involutive R) (x : Ω) :
    prob p {y | entropyProduction p R y = entropyProduction p R x} /
      prob p {y | entropyProduction p R y = -entropyProduction p R x} =
      Real.exp (entropyProduction p R x) := by
  -- the reversed path makes the denominator positive
  have h : 0 < prob p {y | entropyProduction p R y = -entropyProduction p R x} := by
    unfold prob
    refine Finset.sum_pos' (fun y _ => Set.indicator_nonneg (fun z _ => (hp z).le) y)
      ⟨R x, Finset.mem_univ _, ?_⟩
    have hm : R x ∈ {y | entropyProduction p R y = -entropyProduction p R x} :=
      entropyProduction_reverse p hR x
    rw [Set.indicator_of_mem hm]
    exact hp (R x)
  rw [div_eq_iff h.ne']
  exact detailed_fluctuation hp hR _

/-- The generating function of entropy production is symmetric under `k ↦ 1 - k`. -/
theorem generating_function_symmetry [Fintype Ω] {p : Ω → ℝ} (hp : ∀ x, 0 < p x)
    {R : Ω → Ω} (hR : Function.Involutive R) (k : ℝ) :
    ∑ x, p x * Real.exp (-k * entropyProduction p R x) =
      ∑ x, p x * Real.exp (-(1 - k) * entropyProduction p R x) := by
  rw [← hR.bijective.sum_comp (fun x => p x * Real.exp (-k * entropyProduction p R x))]
  refine Finset.sum_congr rfl fun x _ => ?_
  have h : Real.exp (-(1 - k) * entropyProduction p R x) =
      Real.exp (-entropyProduction p R x) * Real.exp (-k * -entropyProduction p R x) := by
    rw [← Real.exp_add]
    congr 1
    ring
  rw [entropyProduction_reverse p hR, weight_reverse hp R x, h]
  ring

variable {S : Type*} {n : ℕ}

/-- Weight of a trajectory of `n` steps: initial weight times the transition weights
`W i j` of its jumps from `i` to `j`. -/
def pathWeight (μ : S → ℝ) (W : S → S → ℝ) (ω : Fin (n + 1) → S) : ℝ :=
  μ (ω 0) * ∏ i : Fin n, W (ω i.castSucc) (ω i.succ)

/-- The trajectory run backwards in time. -/
def timeReverse (ω : Fin (n + 1) → S) : Fin (n + 1) → S :=
  fun i => ω (Fin.rev i)

/-- Boundary term plus the sum of the log ratios of forward and backward transition
weights along a trajectory. -/
def markovEntropy (μ : S → ℝ) (W : S → S → ℝ) (ω : Fin (n + 1) → S) : ℝ :=
  Real.log (μ (ω 0) / μ (ω (Fin.last n))) +
    ∑ i : Fin n, Real.log (W (ω i.castSucc) (ω i.succ) / W (ω i.succ) (ω i.castSucc))

/-- For a Markov chain, the entropy production under time reversal is the boundary term
plus the sum of the log ratios of the transition weights. -/
theorem entropyProduction_markov {μ : S → ℝ} {W : S → S → ℝ} (hμ : ∀ i, 0 < μ i)
    (hW : ∀ i j, 0 < W i j) (ω : Fin (n + 1) → S) :
    entropyProduction (pathWeight μ W) timeReverse ω = markovEntropy μ W ω := by
  -- the reversed trajectory makes every jump in the opposite direction
  have hrev : pathWeight μ W (timeReverse ω) =
      μ (ω (Fin.last n)) * ∏ i : Fin n, W (ω i.succ) (ω i.castSucc) := by
    simp only [pathWeight, timeReverse, Fin.rev_zero, Fin.rev_castSucc, Fin.rev_succ]
    congr 1
    exact Fin.rev_involutive.bijective.prod_comp
      (fun i : Fin n => W (ω i.succ) (ω i.castSucc))
  unfold entropyProduction markovEntropy
  rw [hrev, pathWeight, mul_div_mul_comm, ← Finset.prod_div_distrib,
    Real.log_mul (div_pos (hμ _) (hμ _)).ne'
      (Finset.prod_pos fun i _ => div_pos (hW _ _) (hW _ _)).ne', Real.log_prod]
  intro i _
  exact (div_pos (hW _ _) (hW _ _)).ne'

/-- Detailed fluctuation theorem for the trajectories of a Markov chain with positive
initial and transition weights. -/
theorem markov_fluctuation [Fintype S] {μ : S → ℝ} {W : S → S → ℝ} (hμ : ∀ i, 0 < μ i)
    (hW : ∀ i j, 0 < W i j) (a : ℝ) :
    prob (pathWeight μ W) {ω : Fin (n + 1) → S | markovEntropy μ W ω = a} =
      Real.exp a *
        prob (pathWeight μ W) {ω : Fin (n + 1) → S | markovEntropy μ W ω = -a} := by
  have hp : ∀ ω : Fin (n + 1) → S, 0 < pathWeight μ W ω := fun ω =>
    mul_pos (hμ _) (Finset.prod_pos fun i _ => hW _ _)
  have hR : Function.Involutive (timeReverse : (Fin (n + 1) → S) → Fin (n + 1) → S) := by
    intro ω
    funext i
    simp [timeReverse]
  simpa only [entropyProduction_markov hμ hW] using detailed_fluctuation hp hR a

/-- A single biased step: forward with probability 2/3, backward with probability 1/3. -/
def biasedStep (x : Bool) : ℝ := if x then 2 / 3 else 1 / 3

/-- The displacement of the single step, as a family of one current. -/
def stepCurrent (x : Bool) : Fin 1 → ℝ := fun _ => if x then 1 else -1

/-- The biased step is a positive normalised probability, its reversal is an involution,
its current is odd, and the forward step has entropy production `log 2`. -/
theorem biasedStep_witness :
    Function.Involutive Bool.not ∧ (∀ x, 0 < biasedStep x) ∧ ∑ x, biasedStep x = 1 ∧
      (∀ x, stepCurrent (Bool.not x) = -stepCurrent x) ∧
      entropyProduction biasedStep Bool.not true = Real.log 2 := by
  refine ⟨fun x => by cases x <;> rfl, fun x => ?_, ?_, fun x => ?_, ?_⟩
  · cases x <;> norm_num [biasedStep]
  · norm_num [Fintype.sum_bool, biasedStep]
  · funext i
    cases x <;> simp [stepCurrent]
  · norm_num [entropyProduction, biasedStep]

end

end DetailedFluctuationTheorem
```

```lean
#print axioms DetailedFluctuationTheorem.joint_fluctuation
#print axioms DetailedFluctuationTheorem.fluctuation_ratio
#print axioms DetailedFluctuationTheorem.generating_function_symmetry
#print axioms DetailedFluctuationTheorem.markov_fluctuation
```

```
'DetailedFluctuationTheorem.joint_fluctuation' depends on axioms: [propext, Classical.choice, Quot.sound]
'DetailedFluctuationTheorem.fluctuation_ratio' depends on axioms: [propext, Classical.choice, Quot.sound]
'DetailedFluctuationTheorem.generating_function_symmetry' depends on axioms: [propext, Classical.choice, Quot.sound]
'DetailedFluctuationTheorem.markov_fluctuation' depends on axioms: [propext, Classical.choice, Quot.sound]
```

## What the theorems say

`Ω` is the path set, `p` the weight and `R` the reversal. `entropyProduction p R` is $s$, in units of $k_B$. `prob p A` adds the weights in the event `A`; it is a probability when the weights sum to one.

`detailed_fluctuation` is the identity for every real `a`; if no path attains $a$, both sides are zero. `fluctuation_ratio` divides only at values that some path attains. `joint_fluctuation` adds a family of odd currents indexed by `ι`.

In `markov_fluctuation`, a trajectory is a function `Fin (n + 1) → S`, and `markovEntropy` is the explicit sum above. Three restrictions matter physically:

- Every `μ i` and every `W i j` is positive, so `markov_fluctuation` does not cover a start from one fixed state among several, or chains with forbidden transitions, such as nearest-neighbour hopping on a long ring. If every allowed jump has an allowed reverse and $\mu$ is positive, `detailed_fluctuation` still applies with the allowed trajectories as the path set.
- The transition weights do not depend on time, and reversal leaves each state unchanged, with no momentum flip.
- The reversed trajectory starts from the same $\mu$, so the boundary term uses $\mu$ at both ends, not the evolved distribution at the final time. The two agree when $\mu$ is stationary, and $s$ is then the usual total entropy production; for other $\mu$ they generally differ.

For finite-state, discrete-time simulations within these restrictions, the identity offers a consistency check on the sampled frequencies of $s$, within statistical error. If values are collected in bins, the ratio of the exact probabilities of a bin and its mirror image lies between the values of $e^{a}$ at the edges of the bin.

## How the proof follows the resummation

`entropyProduction_reverse` and `weight_reverse` are the two relations in the first display. `prob_reversed_event` does the resummation once for general events: `hR.bijective.sum_comp` is the substitution $x=Ry$, and the case split on `x ∈ B` compares the summands. The detailed and joint theorems then only identify the reversed event.

For the ratio, the path `R x` contributes a positive term to the denominator. `generating_function_symmetry` reindexes in the same way and combines exponentials.

In `entropyProduction_markov`, `hrev` computes the reversed weight, reordering the product by `Fin.rev`; the logarithm then turns the product into a sum. `markov_fluctuation` checks positivity and the involution, then applies the general theorem.

`biasedStep_witness` supplies a concrete case: with probabilities $2/3$ and $1/3$, the forward step has $s=\ln 2$, and the displacement is an odd current.

## If reversal is not an involution

Let $R$ cycle three paths, $1\to2\to3\to1$, with probabilities $4/7,\,2/7,\,1/7$. Then $s$ takes the values $\ln2,\ \ln2,\ -2\ln2$. Hence $P(s=\ln2)=6/7$ while $P(s=-\ln2)=0$, and the identity fails although $R$ is a bijection.

## Separate forward and backward processes

A different model gives the backward process its own positive weight $\tilde p$, with $s(x)=\ln[p(x)/\tilde p(Rx)]$ and $\tilde s(x)=\ln[\tilde p(x)/p(Rx)]$. The same substitution would give $P(s=a)=e^{a}\tilde P(\tilde s=-a)$, a relation between two ensembles. That version accommodates time-dependent driving and a backward process started from the final distribution; the file treats the single-ensemble case $\tilde p=p$.
